# A Gaussian-distributed reaction barrier of standard deviation s gives the Boltzmann rate factor a relative variance of exp(β²s²) − 1

Let a reaction barrier be m − s or m + s with probability 1/2 each, at inverse temperature β with βs = 1: relative to its value exp(−βm) at the mean barrier, the rate factor is e ≈ 2.72 or 1/e ≈ 0.37, and its average is 1.54, because a low barrier raises the rate by more than a high one lowers it. The Lean file below works out this asymmetry for a barrier with a Gaussian distribution.

```lean
import Mathlib

open MeasureTheory ProbabilityTheory Filter Topology

namespace GaussianBarrierRate

noncomputable section

/-- The Gaussian law of a barrier with mean `m` and standard deviation `|s|`. -/
abbrev barrierLaw (m s : ℝ) : Measure ℝ := gaussianReal m (s ^ 2).toNNReal

/-- The Boltzmann rate factor `exp (-β x)` of a barrier `x` at inverse temperature `β`. -/
def rate (β x : ℝ) : ℝ := Real.exp (-(β * x))

/-- The variance of the rate divided by the square of its mean. -/
def relVariance (β m s : ℝ) : ℝ :=
  Var[rate β; barrierLaw m s] / (∫ x, rate β x ∂(barrierLaw m s)) ^ 2

/-- The `n`-th power of the rate is the rate factor at inverse temperature `n β`. -/
theorem rate_pow (β x : ℝ) (n : ℕ) : rate β x ^ n = Real.exp (-(n * β) * x) := by
  rw [rate, ← Real.exp_nat_mul]
  congr 1
  ring

/-- A Gaussian barrier of positive width lies at or above its mean with probability one half. -/
theorem barrier_above_mean (m : ℝ) {s : ℝ} (hs : 0 < s) :
    (barrierLaw m s).real (Set.Ici m) = 1 / 2 := by
  have hv : (s ^ 2).toNNReal ≠ 0 := (Real.toNNReal_pos.mpr (pow_pos hs 2)).ne'
  have : NullSingletonClass (barrierLaw m s) := nullSingletonClass_gaussianReal hv
  -- reflection about the mean preserves the law
  have hmap : (barrierLaw m s).map (fun x => 2 * m - x) = barrierLaw m s := by
    have hg : Measurable (fun x : ℝ => x + 2 * m) := by fun_prop
    have hf : Measurable (fun x : ℝ => -x) := by fun_prop
    have e : (fun x : ℝ => 2 * m - x) = (fun x => x + 2 * m) ∘ (fun x => -x) := by
      funext x
      simp only [Function.comp]
      ring
    rw [e, ← Measure.map_map hg hf, barrierLaw, gaussianReal_map_neg,
      gaussianReal_map_add_const]
    congr 1
    ring
  have hsym : barrierLaw m s (Set.Ici m) = barrierLaw m s (Set.Iic m) := by
    calc barrierLaw m s (Set.Ici m)
        = ((barrierLaw m s).map (fun x => 2 * m - x)) (Set.Ici m) := by rw [hmap]
      _ = barrierLaw m s ((fun x => 2 * m - x) ⁻¹' Set.Ici m) :=
          Measure.map_apply (by fun_prop) measurableSet_Ici
      _ = barrierLaw m s (Set.Iic m) := by
          congr 1
          ext x
          simp only [Set.mem_preimage, Set.mem_Ici, Set.mem_Iic]
          constructor <;> intro h <;> linarith
  -- the two half-lines share the total probability
  have hsum : barrierLaw m s (Set.Ici m) + barrierLaw m s (Set.Ici m)ᶜ = 1 :=
    prob_add_prob_compl measurableSet_Ici
  rw [Set.compl_Ici, measure_congr (Iio_ae_eq_Iic (μ := barrierLaw m s) (a := m)),
    ← hsym] at hsum
  have h := congrArg ENNReal.toReal hsum
  rw [ENNReal.toReal_add (measure_ne_top _ _) (measure_ne_top _ _), ENNReal.toReal_one] at h
  rw [measureReal_def]
  linarith

/-- The rate is at most `exp (-β m)`, its value at the mean barrier, with probability one half. -/
theorem rate_median (m : ℝ) {β s : ℝ} (hβ : 0 < β) (hs : 0 < s) :
    (barrierLaw m s).real {x | rate β x ≤ Real.exp (-(β * m))} = 1 / 2 := by
  have hset : {x | rate β x ≤ Real.exp (-(β * m))} = Set.Ici m := by
    ext x
    simp only [Set.mem_ofPred_eq, Set.mem_Ici, rate, Real.exp_le_exp, neg_le_neg_iff]
    exact mul_le_mul_iff_of_pos_left hβ
  rw [hset, barrier_above_mean m hs]

/-- All moments of the rate over a Gaussian distribution of barriers. -/
theorem rate_moment (β m s : ℝ) (n : ℕ) :
    ∫ x, rate β x ^ n ∂(barrierLaw m s)
      = Real.exp (-(n * β * m) + (n * β * s) ^ 2 / 2) := by
  have h := congrFun (mgf_id_gaussianReal (μ := m) (v := (s ^ 2).toNNReal)) (-(n * β))
  simp only [mgf, id, Real.coe_toNNReal _ (sq_nonneg s)] at h
  simp only [rate_pow]
  rw [h]
  congr 1
  ring

/-- The mean rate is the rate at the mean barrier times `exp (β² s² / 2)`. -/
theorem rate_mean (β m s : ℝ) :
    ∫ x, rate β x ∂(barrierLaw m s)
      = Real.exp (-(β * m)) * Real.exp (β ^ 2 * s ^ 2 / 2) := by
  have h := rate_moment β m s 1
  simp only [pow_one, Nat.cast_one, one_mul] at h
  rw [h, ← Real.exp_add]
  congr 1
  ring

/-- The relative variance of the rate is `exp (β² s²) - 1`. -/
theorem relVariance_eq (β m s : ℝ) :
    relVariance β m s = Real.exp (β ^ 2 * s ^ 2) - 1 := by
  have hmeas : Measurable (rate β) := by
    unfold rate
    fun_prop
  have hL : MemLp (rate β) 2 (barrierLaw m s) := by
    rw [memLp_two_iff_integrable_sq hmeas.aestronglyMeasurable]
    simp only [rate_pow]
    exact integrable_exp_mul_gaussianReal _
  -- the second moment exceeds the squared mean by the factor exp (β² s²)
  have h2 : ∫ x, rate β x ^ 2 ∂(barrierLaw m s)
      = (∫ x, rate β x ∂(barrierLaw m s)) ^ 2 * Real.exp (β ^ 2 * s ^ 2) := by
    rw [rate_moment, rate_mean, ← Real.exp_add, ← Real.exp_nat_mul, ← Real.exp_add]
    congr 1
    push_cast
    ring
  have hpos : (∫ x, rate β x ∂(barrierLaw m s)) ^ 2 ≠ 0 := by
    rw [rate_mean]
    positivity
  rw [relVariance, variance_eq_sub hL]
  simp only [Pi.pow_apply]
  rw [h2, div_eq_iff hpos]
  ring

/-- The relative variance is at least the linear estimate `β² s²` times `1 + β² s² / 2`. -/
theorem relVariance_lower_bound (β m s : ℝ) :
    β ^ 2 * s ^ 2 * (1 + β ^ 2 * s ^ 2 / 2) ≤ relVariance β m s := by
  rw [relVariance_eq]
  have h := Real.quadratic_le_exp_of_nonneg (show 0 ≤ β ^ 2 * s ^ 2 by positivity)
  linarith

/-- For a Gaussian barrier: the median and mean of the rate, its relative variance, which lies
strictly above the linear estimate `β² s²`, and the divergence of their ratio for large `s`. -/
theorem gaussian_barrier_rate_error (m : ℝ) {β : ℝ} (hβ : 0 < β) :
    (∀ s : ℝ, 0 < s →
      (barrierLaw m s).real {x | rate β x ≤ Real.exp (-(β * m))} = 1 / 2 ∧
      ∫ x, rate β x ∂(barrierLaw m s)
        = Real.exp (-(β * m)) * Real.exp (β ^ 2 * s ^ 2 / 2) ∧
      relVariance β m s = Real.exp (β ^ 2 * s ^ 2) - 1 ∧
      β ^ 2 * s ^ 2 < relVariance β m s) ∧
    Tendsto (fun s => relVariance β m s / (β ^ 2 * s ^ 2)) atTop atTop := by
  refine ⟨fun s hs => ⟨rate_median m hβ hs, rate_mean β m s, relVariance_eq β m s, ?_⟩, ?_⟩
  · have h := relVariance_lower_bound β m s
    have hx : 0 < β ^ 2 * s ^ 2 := by positivity
    nlinarith [mul_pos hx hx]
  · -- the ratio dominates a growing parabola in s
    have hlim : Tendsto (fun s : ℝ => β ^ 2 / 2 * s ^ 2) atTop atTop :=
      (tendsto_pow_atTop two_ne_zero).const_mul_atTop (by positivity)
    refine tendsto_atTop_mono' atTop ?_ hlim
    filter_upwards [eventually_gt_atTop (0 : ℝ)] with s hs
    have hx : 0 < β ^ 2 * s ^ 2 := by positivity
    rw [le_div_iff₀ hx]
    have h := relVariance_lower_bound β m s
    nlinarith

/-- The ratio of the relative variance to the linear estimate `β² s²` tends to one as the
barrier error `s` tends to zero. -/
theorem linear_estimate_small_error (m : ℝ) {β : ℝ} (hβ : 0 < β) :
    Tendsto (fun s => relVariance β m s / (β ^ 2 * s ^ 2)) (𝓝[≠] 0) (𝓝 1) := by
  have hslope := (Real.hasDerivAt_exp 0).tendsto_slope
  have hin : Tendsto (fun s : ℝ => β ^ 2 * s ^ 2) (𝓝[≠] 0) (𝓝[≠] 0) := by
    refine tendsto_nhdsWithin_iff.mpr ⟨?_, ?_⟩
    · have hc : Continuous (fun s : ℝ => β ^ 2 * s ^ 2) := by fun_prop
      have h0 := hc.tendsto 0
      simp only [ne_eq, OfNat.ofNat_ne_zero, not_false_eq_true, zero_pow, mul_zero] at h0
      exact h0.mono_left nhdsWithin_le_nhds
    · filter_upwards [self_mem_nhdsWithin] with s hs
      exact mul_ne_zero (pow_ne_zero 2 hβ.ne') (pow_ne_zero 2 hs)
  have h := hslope.comp hin
  rw [Real.exp_zero] at h
  refine h.congr fun s => ?_
  rw [Function.comp_apply, slope_def_field, relVariance_eq, Real.exp_zero, sub_zero]

end

end GaussianBarrierRate
```

```lean
#print axioms GaussianBarrierRate.gaussian_barrier_rate_error
#print axioms GaussianBarrierRate.linear_estimate_small_error
```

```
'GaussianBarrierRate.gaussian_barrier_rate_error' depends on axioms: [propext, Classical.choice, Quot.sound]
'GaussianBarrierRate.linear_estimate_small_error' depends on axioms: [propext, Classical.choice, Quot.sound]
```

## Four statements about one width, and two limits

Let X be the barrier, Gaussian with mean m and standard deviation s > 0, and let k = exp(−βX) with β > 0. The theorem `gaussian_barrier_rate_error` says that

P(k ≤ exp(−βm)) = 1/2,

E[k] = exp(−βm) exp(β²s²/2),

Var(k)/E[k]² = exp(β²s²) − 1 > β²s²,

and that the ratio of the relative variance to β²s² grows without bound as s → ∞ at fixed β. The theorem `linear_estimate_small_error` adds the opposite limit: the same ratio tends to 1 as s → 0.

The quantity β²s² is what linear error propagation gives. A small shift δX of the barrier changes the rate by about −β exp(−βm) δX, so the variance of k is about β²s² exp(−2βm), and division by the squared rate at the mean barrier leaves β²s².

In Lean, `barrierLaw m s` is the distribution of X. Mathlib's `gaussianReal` takes the variance as a non-negative real, hence `(s ^ 2).toNNReal`. The function `rate β` is k as a function of the barrier, an integral `∫ x, ... ∂(barrierLaw m s)` is an expectation over barriers, and `(barrierLaw m s).real` gives the probability of a set as a real number. The definition `relVariance` divides the variance by the square of the true mean, not by the square of the rate at the mean barrier.

## Barrier errors measured in units of k_BT

Here β = 1/(k_BT), so βs is the barrier uncertainty in units of the thermal energy. The Gaussian law stands for what is believed about a barrier whose computed value m carries an error without bias and with typical size s. The prefactor of the rate is scaled out. A known positive prefactor multiplies the median and the mean and cancels in the relative variance; an uncertain one is not covered.

For a barrier from an electronic-structure calculation, with this Gaussian error model and a fixed prefactor, the result shows by how much a linear error bar on the rate is too small. At βs = 1 the exact relative variance is e − 1 ≈ 1.72, against the linear value 1. At βs = 2 it is about 53.6, against 4. The mean also moves away from the median: at βs = 1 it is larger by the factor exp(1/2) ≈ 1.65.

The model has an idealised tail. A Gaussian gives some probability to negative barriers, for which an activated rate has no meaning, and for large s these contribute heavily to the mean. The limit s → ∞ is therefore a statement about the error model and not about a real reaction.

## Reflection about m gives the median

Since β > 0, the inequality exp(−βX) ≤ exp(−βm) holds exactly when X ≥ m. The map x ↦ 2m − x leaves the Gaussian unchanged and exchanges the half-lines X ≥ m and X ≤ m, so the two have equal probability. They overlap only in the point m, which has probability zero when s > 0. Each half-line therefore has probability 1/2.

The lemma `barrier_above_mean` follows this argument. It writes the reflection as a change of sign followed by a shift by 2m, both of which Mathlib knows for Gaussian laws; this is `hmap`. From it comes the equality of the half-lines, `hsym`. The complement of X ≥ m is the open half-line X < m, which `Iio_ae_eq_Iic` replaces by the closed one because single points carry no probability. Then `rate_median` translates the condition on k into the condition on X.

## Completing the square gives every moment

For a natural number n, kⁿ = exp(−nβX), which is the rate factor at inverse temperature nβ. Multiplied by the Gaussian density it has the exponent

−nβx − (x − m)²/(2s²) = −(x − m + nβs²)²/(2s²) − nβm + n²β²s²/2.

The first term on the right is a Gaussian exponent with a shifted centre and the same width, so with the normalisation it integrates to 1. What remains is

E[kⁿ] = exp(−nβm + n²β²s²/2).

In Lean, `rate_pow` rewrites the power, and `rate_moment` reads off the result from Mathlib's moment generating function of the Gaussian, evaluated at −nβ. The case n = 1 is `rate_mean`. The case n = 2 gives

E[k²] = exp(−2βm + 2β²s²) = E[k]² exp(β²s²),

and hence

Var(k) = E[k²] − E[k]² = E[k]² (exp(β²s²) − 1).

Division by E[k]², which is positive, gives `relVariance_eq`. Its proof first establishes that k is square integrable (`hL`), which the formula Var(k) = E[k²] − E[k]² requires. The step `h2` is the relation between the second moment and the squared mean.

## The quadratic term of the exponential decides the comparison

Write u = β²s². For u ≥ 0 the exponential series gives exp(u) ≥ 1 + u + u²/2, so

exp(u) − 1 ≥ u(1 + u/2).

This is `relVariance_lower_bound`. For u > 0 the right side is larger than u, which is the strict inequality. Division by u shows that the ratio is at least 1 + u/2, and so at least β²s²/2. The main theorem uses this last parabola: it tends to infinity with s, and `tendsto_atTop_mono'` carries the divergence over to the ratio.

For small s the ratio is (exp(u) − 1)/u, the difference quotient of the exponential at zero, which tends to the derivative exp(0) = 1. The proof of `linear_estimate_small_error` composes that limit with u = β²s², after checking that u tends to zero without being zero.

## A two-valued barrier reverses the inequality

The Gaussian shape matters for more than the exact formula. For the barrier m ± s of the opening, with b = βs,

E[k] = exp(−βm) cosh b,

Var(k) = exp(−2βm) sinh² b,

so the relative variance is tanh² b. This lies below b² for every b > 0 and never reaches 1. Linear propagation then overestimates the relative variance, although the mean still exceeds the rate at the mean barrier. The file contains no theorem about this distribution.

The condition s > 0 is needed too. At s = 0 the barrier equals m with certainty, so P(k ≤ exp(−βm)) is 1 and not 1/2, and the strict inequality would read 0 < 0.

## The barrier as a random variable on a larger space

The file integrates directly over the values of the barrier. Another formulation takes a probability space and a random variable X on it whose distribution is `barrierLaw m s`. The formulas for a single rate would stay the same, by a change of variables. The gain would be that several barriers could live on the same space, with correlated errors, which matter for the ratio of two competing rates: there an error common to both barriers cancels, and the variance that enters is that of the barrier difference.
